# Sum-over-states form of the response overlap for a positive Hamiltonian in finite dimensions

Let `A` be a symmetric operator on a real inner product space, with positive expectation value in every nonzero vector, and let a finite orthonormal basis of eigenstates `v i` with eigenvalues `ω i` be given. The theorem says that if the response vector `xs` solves `A xs = b`, then the inner product of `b` with `xs` equals the sum over states of the squared coupling `⟪v i, b⟫_ℝ ^ 2` divided by the excitation energy `ω i`. The vectors `b` and `xs` need not be normalised. The attempt expands the inner product in the eigenbasis and compares the two sums term by term, using positivity to get `ω i > 0` and symmetry to get `⟪v i, b⟫_ℝ = ω i * ⟪v i, xs⟫_ℝ`.

Lean 4 with Mathlib refuses this proof:

```lean
import Mathlib

open Filter Topology
open scoped InnerProductSpace

namespace HylleraasDispersion

noncomputable section

variable {E : Type*} [NormedAddCommGroup E] [InnerProductSpace ℝ E]

/-- An excitation Hamiltonian: a symmetric operator with positive expectation value in every
nonzero vector. -/
structure IsExcitation (A : E →ₗ[ℝ] E) : Prop where
  symm : ∀ x y, ⟪A x, y⟫_ℝ = ⟪x, A y⟫_ℝ
  pos : ∀ x, x ≠ 0 → 0 < ⟪x, A x⟫_ℝ

/-- The dispersion coefficient as a sum over states: squared couplings `g i` divided by
excitation energies `ω i`. -/
def dispersionC6 {ι : Type*} [Fintype ι] (ω g : ι → ℝ) : ℝ := ∑ i, g i ^ 2 / ω i

variable {A : E →ₗ[ℝ] E} {b : E}

/-- In an orthonormal basis of eigenstates of `A`, `⟨b,xs⟩` for the exact response `xs` is the
sum-over-states dispersion coefficient. -/
theorem response_eq_dispersionC6 {ι : Type*} [Fintype ι] (hA : IsExcitation A)
    (v : OrthonormalBasis ι ℝ E) {ω : ι → ℝ} (hv : ∀ i, A (v i) = ω i • v i)
    {xs : E} (hxs : A xs = b) :
    ⟪b, xs⟫_ℝ = dispersionC6 ω (fun i => ⟪v i, b⟫_ℝ) := by
  unfold dispersionC6
  rw [← v.sum_inner_mul_inner b xs]
  refine Finset.sum_congr rfl fun i _ => ?_
  have hn : ‖v i‖ = 1 := v.orthonormal.1 i
  have hω : 0 < ω i := by
    have hp := hA.pos (v i) (fun h => by simp [h] at hn)
    rw [hv, real_inner_smul_right, real_inner_self_eq_norm_sq, hn] at hp
    linarith
  have hc : ⟪v i, b⟫_ℝ = ω i * ⟪v i, xs⟫_ℝ := by
    rw [← hxs, ← hA.symm, hv, real_inner_smul_left]
  rw [real_inner_comm (v i) b, eq_div_iff hω.ne', hc]
  ring

end

end HylleraasDispersion
```

Lean reports:

```
Try this:
  [apply] ring_nf
  
  The `ring` tactic failed to close the goal. Use `ring_nf` to obtain a normal form.
    
  Note that `ring` works primarily in *commutative* rings. If you have a noncommutative ring, abelian group or module, consider using `noncomm_ring`, `abel` or `module` instead.
Main.lean:29:56: error: unsolved goals
E : Type u_1
inst✝² : NormedAddCommGroup E
inst✝¹ : InnerProductSpace ℝ E
A : E →ₗ[ℝ] E
b : E
ι : Type u_2
inst✝ : Fintype ι
hA : IsExcitation A
v : OrthonormalBasis ι ℝ E
ω : ι → ℝ
hv : ∀ (i : ι), A (v i) = ω i • v i
xs : E
hxs : A xs = b
i : ι
x✝ : i ∈ Finset.univ
hn : ‖v i‖ = 1
hω : 0 < ω i
hc : ⟪v i, b⟫_ℝ = ω i * ⟪v i, xs⟫_ℝ
⊢ ω i ^ 2 * ⟪v i, xs⟫_ℝ ^ 2 = ⟪v i, b⟫_ℝ ^ 2
```

What went wrong. The first message says that `ring` could not close the goal and fell back to `ring_nf`; the error shows what was left. There the left side has been rewritten with `hc`, but the right side still contains `⟪v i, b⟫_ℝ`, so the two sides no longer match as polynomials.

The couplings enter `dispersionC6` as a function, `fun i => ⟪v i, b⟫_ℝ`. After unfolding, the right side holds this function applied to `i`, not yet evaluated. `rw [hc]` looks for the written form `⟪v i, b⟫_ℝ`, and so it changes the left side and misses the right. The inner product is visible in the error only because `ring_nf` has by then evaluated the application.

The added `show` line restates the goal with the function already evaluated, which Lean accepts because the two forms are equal by definition. Now `rw [hc]` replaces the coupling on both sides, and `ring` proves the identity that remains.

The repair, with which the file compiles:

```diff
@@ -38,4 +38,5 @@
   have hc : ⟪v i, b⟫_ℝ = ω i * ⟪v i, xs⟫_ℝ := by
     rw [← hxs, ← hA.symm, hv, real_inner_smul_left]
+  show ⟪b, v i⟫_ℝ * ⟪v i, xs⟫_ℝ = ⟪v i, b⟫_ℝ ^ 2 / ω i
   rw [real_inner_comm (v i) b, eq_div_iff hω.ne', hc]
   ring
```
